# Three equal integer angular momenta $l$ have $3l^2+3l+1$ projection triples with zero sum

Before a program tabulates the Wigner 3j symbols

$$\begin{pmatrix} j_1 & j_2 & j_3\\ m_1 & m_2 & m_3\end{pmatrix}$$

for a fixed triad $(j_1,j_2,j_3)$, it can allocate an array of known length. A full array has $(2j_1+1)(2j_2+1)(2j_3+1)$ entries, but the symbol vanishes unless $m_1+m_2+m_3=0$. A simple sparse table, which makes no use of the symmetries of the symbol, holds one entry for each projection triple that obeys this rule.

Let the triad satisfy the triangle rule, let $j_1+j_2+j_3$ be an integer, and put $a=j_1+j_2-j_3$. The number of allowed triples is then

$$N=(2j_1+1)(2j_2+1)-a(a+1).$$

For $j_1=j_2=j_3=l$ with $l$ an integer, $a=l$ and

$$N=(2l+1)^2-l(l+1)=3l^2+3l+1,$$

which grows quadratically, while the full array has $(2l+1)^3$ entries.

## A rectangle with two corners removed

Besides $a$, define $b=j_1+j_3-j_2$ and $c=j_2+j_3-j_1$. The triangle rule makes all three non-negative, and the integer sum makes them integers. They satisfy

$$2j_1=a+b,\qquad 2j_2=a+c,\qquad 2j_3=b+c.$$

Count down from the highest projections: $m_1=j_1-p$ and $m_2=j_2-q$, with integers $0\le p\le a+b$ and $0\le q\le a+c$. These pairs fill a rectangle of $(2j_1+1)(2j_2+1)$ points. The selection rule fixes the third projection,

$$m_3=-(m_1+m_2)=p+q-j_1-j_2.$$

It differs from $j_3$ by an integer, so the only remaining condition is $-j_3\le m_3\le j_3$, which reads

$$a\le p+q\le j_1+j_2+j_3=a+b+c.$$

The allowed triples therefore form a diagonal band, and two corners of the rectangle are excluded.

In the corner $p+q<a$, the antidiagonal $p+q=s$ has $s+1$ points for each $s=0,\dots,a-1$. None is cut short by the rectangle, because $a\le 2j_1$ and $a\le 2j_2$. The corner holds $1+2+\dots+a=a(a+1)/2$ points.

In the opposite corner, $p+q>a+b+c$. Reversing $m_1$ and $m_2$ replaces $(p,q)$ by $(a+b-p,\;a+c-q)$, whose sum is $2a+b+c-(p+q)<a$. This maps the second corner one-to-one onto the first. The two are disjoint and together remove $a(a+1)$ points, which gives $N$.

## The triad 3/2, 1, 1/2

Here $a=2$, and the formula gives $4\cdot3-2\cdot3=6$. For $m_3=\tfrac12$, the pairs $(m_1,m_2)$ are $(-\tfrac32,1)$, $(-\tfrac12,0)$ and $(\tfrac12,-1)$. Reversing all signs gives the three triples with $m_3=-\tfrac12$. The full array would have $4\cdot3\cdot2=24$ entries.

## Doubled projections and the selection rule in Lean

```lean
import Mathlib

open Finset

namespace WignerThreeJCount
```

Half-integers are avoided by storing $J=2j$ and $M=2m$. The projections of $J$ are the integers between $-J$ and $J$ with the parity of $J$, so neighbouring values differ by 2.

```lean
/-- The doubled projections `M = 2m` of an angular momentum `j = J/2`: the integers from `-J`
to `J` with the same parity as `J`. -/
noncomputable def projections (J : ℕ) : Finset ℤ :=
  (Finset.Icc (-(J : ℤ)) (J : ℤ)).filter fun M => (2 : ℤ) ∣ (J : ℤ) - M
```

An allowed triple is an element of the product of three such sets whose entries add to zero.

```lean
/-- The triples of doubled projections of `j₁ = J₁/2`, `j₂ = J₂/2`, `j₃ = J₃/2` that obey the
selection rule `m₁ + m₂ + m₃ = 0` of the 3j symbol. -/
noncomputable def allowedTriples (J₁ J₂ J₃ : ℕ) : Finset (ℤ × ℤ × ℤ) :=
  (projections J₁ ×ˢ projections J₂ ×ˢ projections J₃).filter
    fun M => M.1 + M.2.1 + M.2.2 = 0
```

The definition contains the selection rule on projections and not the 3j symbol itself. What is counted is therefore the number of table entries, some of which may still be zero: for $l=1$, the symbol with all projections zero vanishes by symmetry although its triple is allowed.

The first theorem checks the model against the multiplicity $2j+1$. It writes the set as the values $J-2k$ with $k=0,\dots,J$, and distinct $k$ give distinct projections.

```lean
/-- An angular momentum `j = J/2` has `2j + 1 = J + 1` projections. -/
theorem card_projections (J : ℕ) : (projections J).card = J + 1 := by
  -- step down from the highest projection in units of one
  have h : projections J = (range (J + 1)).image (fun k : ℕ => (J : ℤ) - 2 * (k : ℤ)) := by
    ext M
    simp only [projections, mem_filter, mem_Icc, mem_image, mem_range]
    constructor
    · rintro ⟨⟨h1, h2⟩, k, hk⟩
      exact ⟨k.toNat, by omega, by omega⟩
    · rintro ⟨k, hk, rfl⟩
      omega
  rw [h, card_image_of_injective, card_range]
  intro x y hxy
  simp only at hxy
  omega
```

## The band and its corners

The next theorem is the passage from triples to pairs $(p,q)$. The map given to `Finset.card_bij` is the substitution above in doubled form, with third component $2(p+q)-(2a+b+c)$. The three bullets show that it lands in the allowed triples, that it is injective and that it reaches every allowed triple. In each, `omega` settles the integer inequalities and parities.

```lean
/-- Lower `m₁ = j₁ - p` and `m₂ = j₂ - q` from their highest values. With `2j₁ = a + b`,
`2j₂ = a + c`, `2j₃ = b + c`, the allowed triples are as many as the pairs `(p, q)` with
`a ≤ p + q ≤ a + b + c`. -/
theorem card_allowedTriples_eq_band (a b c : ℕ) :
    (allowedTriples (a + b) (a + c) (b + c)).card =
      ((range (a + b + 1) ×ˢ range (a + c + 1)).filter
        fun x => a ≤ x.1 + x.2 ∧ x.1 + x.2 ≤ a + b + c).card := by
  symm
  refine Finset.card_bij (fun x _ => ((a : ℤ) + b - 2 * (x.1 : ℤ), (a : ℤ) + c - 2 * (x.2 : ℤ),
    2 * ((x.1 : ℤ) + x.2) - (2 * a + b + c))) ?_ ?_ ?_
  · rintro ⟨p, q⟩ h
    simp only [mem_filter, mem_product, mem_range] at h
    simp only [allowedTriples, projections, mem_filter, mem_product, mem_Icc]
    omega
  · rintro ⟨p, q⟩ _ ⟨p', q'⟩ _ h
    simp only [Prod.mk.injEq] at h ⊢
    omega
  · rintro ⟨x, y, z⟩ h
    simp only [allowedTriples, projections, mem_filter, mem_product, mem_Icc] at h
    refine ⟨((((a : ℤ) + b - x) / 2).toNat, (((a : ℤ) + c - y) / 2).toNat), ?_, ?_⟩
    · simp only [mem_filter, mem_product, mem_range]
      omega
    · simp only [Prod.mk.injEq]
      omega
```

The lower corner is counted by induction on $a$: enlarging it by one step adds the antidiagonal $p+q=a$, which has $a+1$ points. The statement is doubled to avoid the division by 2.

```lean
/-- In an `m` by `n` array of lowering steps `(p, q)` with `a ≤ m` and `a ≤ n`, the corner
`p + q < a` holds `a(a+1)/2` points. -/
theorem two_mul_card_corner (m n a : ℕ) (hm : a ≤ m) (hn : a ≤ n) :
    2 * ((range m ×ˢ range n).filter fun x => x.1 + x.2 < a).card = a * (a + 1) := by
  induction a with
  | zero => simp
  | succ a ih =>
    -- the next antidiagonal adds `a + 1` points
    have hu : ((range m ×ˢ range n).filter fun x => x.1 + x.2 < a + 1) =
        ((range m ×ˢ range n).filter fun x => x.1 + x.2 < a) ∪ antidiagonal a := by
      ext ⟨p, q⟩
      simp only [mem_union, mem_filter, mem_product, mem_range,
        HasAntidiagonal.mem_antidiagonal]
      omega
    have hd : Disjoint ((range m ×ˢ range n).filter fun x => x.1 + x.2 < a)
        (antidiagonal a) := by
      rw [Finset.disjoint_left]
      rintro ⟨p, q⟩ h h'
      simp only [mem_filter, HasAntidiagonal.mem_antidiagonal] at h h'
      omega
    rw [hu, card_union_of_disjoint hd, Finset.Nat.card_antidiagonal, mul_add,
      ih (by omega) (by omega)]
    ring
```

The reversal of both projections then gives the opposite corner the same size.

```lean
/-- Reversing both projections maps the corner `m₁ + m₂ < -j₃` onto the corner `m₁ + m₂ > j₃`,
so the two hold equally many points; here `2j₁ = a + b`, `2j₂ = a + c`, `2j₃ = b + c`. -/
theorem card_opposite_corner (a b c : ℕ) :
    ((range (a + b + 1) ×ˢ range (a + c + 1)).filter fun x => a + b + c < x.1 + x.2).card =
      ((range (a + b + 1) ×ˢ range (a + c + 1)).filter fun x => x.1 + x.2 < a).card := by
  refine Finset.card_bij (fun x _ => (a + b - x.1, a + c - x.2)) ?_ ?_ ?_
  · rintro ⟨p, q⟩ h
    simp only [mem_filter, mem_product, mem_range] at h ⊢
    omega
  · rintro ⟨p, q⟩ h ⟨p', q'⟩ h' e
    simp only [mem_filter, mem_product, mem_range] at h h'
    simp only [Prod.mk.injEq] at e ⊢
    omega
  · rintro ⟨p, q⟩ h
    simp only [mem_filter, mem_product, mem_range] at h
    refine ⟨(a + b - p, a + c - q), ?_, ?_⟩
    · simp only [mem_filter, mem_product, mem_range]
      omega
    · simp only [Prod.mk.injEq]
      omega
```

The rectangle is now written as the union of the band and the two corners. The parts are disjoint, so their sizes add. Keeping $a(a+1)$ on the left avoids subtraction of natural numbers.

```lean
/-- With `2j₁ = a + b`, `2j₂ = a + c`, `2j₃ = b + c`, the allowed triples and the `a(a+1)` pairs
cut off at the two corners together make up all `(2j₁+1)(2j₂+1)` pairs `(m₁, m₂)`. -/
theorem card_allowedTriples_add (a b c : ℕ) :
    (allowedTriples (a + b) (a + c) (b + c)).card + a * (a + 1) =
      (a + b + 1) * (a + c + 1) := by
  have hlow := two_mul_card_corner (a + b + 1) (a + c + 1) a (by omega) (by omega)
  have hhigh := card_opposite_corner a b c
  rw [card_allowedTriples_eq_band]
  -- cut the rectangle into the band and its two corners
  have hbox : range (a + b + 1) ×ˢ range (a + c + 1) =
      (((range (a + b + 1) ×ˢ range (a + c + 1)).filter
        fun x => a ≤ x.1 + x.2 ∧ x.1 + x.2 ≤ a + b + c) ∪
      ((range (a + b + 1) ×ˢ range (a + c + 1)).filter fun x => x.1 + x.2 < a)) ∪
      ((range (a + b + 1) ×ˢ range (a + c + 1)).filter fun x => a + b + c < x.1 + x.2) := by
    ext ⟨p, q⟩
    simp only [mem_union, mem_filter, mem_product, mem_range]
    omega
  have hcard := congrArg Finset.card hbox
  rw [card_union_of_disjoint, card_union_of_disjoint, card_product, card_range,
    card_range] at hcard
  · omega
  · rw [Finset.disjoint_left]
    rintro ⟨p, q⟩ h h'
    simp only [mem_filter] at h h'
    omega
  · rw [Finset.disjoint_left]
    rintro ⟨p, q⟩ h h'
    simp only [mem_union, mem_filter] at h h'
    omega
```

## The count for a general triad

In the main theorem, `ha` says $2j_1+2j_2=2j_3+2a$ with `a` a natural number. This expresses both the integer sum and the inequality $j_3\le j_1+j_2$. The hypotheses `h₁` and `h₂` are the other two triangle inequalities. The equation is stated in the integers, so the minus sign is ordinary subtraction. The proof recovers $b$ and $c$ from the hypotheses and applies the previous theorem.

```lean
/-- For `j₁, j₂, j₃` (doubled: `J₁, J₂, J₃`) obeying the triangle rule with integer sum, and
`a = j₁ + j₂ - j₃`, the number of projection triples with `m₁ + m₂ + m₃ = 0` is
`(2j₁+1)(2j₂+1) - a(a+1)`. -/
theorem card_allowedTriples (J₁ J₂ J₃ a : ℕ) (ha : J₁ + J₂ = J₃ + 2 * a)
    (h₁ : J₁ ≤ J₂ + J₃) (h₂ : J₂ ≤ J₁ + J₃) :
    ((allowedTriples J₁ J₂ J₃).card : ℤ) =
      ((J₁ : ℤ) + 1) * ((J₂ : ℤ) + 1) - (a : ℤ) * ((a : ℤ) + 1) := by
  -- the triangle rule makes `b = j₁ + j₃ - j₂` and `c = j₂ + j₃ - j₁` natural numbers
  obtain ⟨b, rfl⟩ := Nat.exists_eq_add_of_le (show a ≤ J₁ by omega)
  obtain ⟨c, rfl⟩ := Nat.exists_eq_add_of_le (show a ≤ J₂ by omega)
  obtain rfl : J₃ = b + c := by omega
  have h : ((allowedTriples (a + b) (a + c) (b + c)).card : ℤ) + (a : ℤ) * ((a : ℤ) + 1) =
      (((a + b : ℕ) : ℤ) + 1) * (((a + c : ℕ) : ℤ) + 1) := by
    exact_mod_cast card_allowedTriples_add a b c
  linarith
```

## Equal integers and quadratic growth

Setting $a=b=c=l$ gives three angular momenta with doubled value $2l$.

```lean
/-- Three equal integer angular momenta `l` have `3l² + 3l + 1` allowed projection triples. -/
theorem card_allowedTriples_equal (l : ℕ) :
    (allowedTriples (2 * l) (2 * l) (2 * l)).card = 3 * l ^ 2 + 3 * l + 1 := by
  have h := card_allowedTriples_add l l l
  rw [← two_mul l] at h
  linarith
```

For $l>0$ the count divided by $l^2$ is $3+3/l+1/l^2$, which tends to 3. The proof takes the limit of this expression and shows that it agrees with the ratio for all positive $l$.

```lean
/-- For three equal integers `l`, the number of allowed triples divided by `l²` tends to 3 as `l`
grows. -/
theorem tendsto_card_div_sq :
    Filter.Tendsto
      (fun l : ℕ => ((allowedTriples (2 * l) (2 * l) (2 * l)).card : ℝ) / (l : ℝ) ^ 2)
      Filter.atTop (nhds 3) := by
  have h1 := tendsto_const_div_atTop_nhds_zero_nat (1 : ℝ)
  have h2 : Filter.Tendsto
      (fun l : ℕ => 3 + 3 * (1 / (l : ℝ)) + 1 / (l : ℝ) * (1 / (l : ℝ)))
      Filter.atTop (nhds 3) := by
    convert ((h1.const_mul 3).const_add 3).add (h1.mul h1) using 1
    norm_num
  refine h2.congr' ?_
  filter_upwards [Filter.eventually_gt_atTop 0] with l hl
  have hl0 : (l : ℝ) ≠ 0 := Nat.cast_ne_zero.mpr hl.ne'
  have hinv : 1 / (l : ℝ) * l = 1 := one_div_mul_cancel hl0
  rw [card_allowedTriples_equal l, eq_div_iff (pow_ne_zero 2 hl0)]
  push_cast
  linear_combination (3 * (l : ℝ) + 1 / (l : ℝ) * l + 1) * hinv
```

For a table with one entry per allowed triple, the count is the length for one triad; the number of triads up to a cutoff is a separate count. A table that also uses the symmetries of the 3j symbol can be shorter.

## A triad that violates the triangle rule

For $j=0,2,0$ the sum is an integer and $a=2$, but `h₂` fails, since $j_2>j_1+j_3$. The only allowed triple has all projections zero, while the formula would give $1\cdot5-2\cdot3=-1$. The theorem is thus false without `h₂`. The kernel evaluates the small set directly.

```lean
/-- The triangle rule is needed: `j = 0, 2, 0` has integer sum and `a = 2`, and one allowed
triple, while the formula would give `-1`. -/
theorem triangle_rule_needed :
    (allowedTriples 0 4 0).card = 1 ∧ ((0 + 1) * (4 + 1) - 2 * (2 + 1) : ℤ) = -1 := by
  constructor
  · decide +kernel
  · norm_num

end WignerThreeJCount
```

```lean
#print axioms WignerThreeJCount.card_allowedTriples
#print axioms WignerThreeJCount.card_allowedTriples_equal
#print axioms WignerThreeJCount.tendsto_card_div_sq
#print axioms WignerThreeJCount.triangle_rule_needed
```

```
'WignerThreeJCount.card_allowedTriples' depends on axioms: [propext, Classical.choice, Quot.sound]
'WignerThreeJCount.card_allowedTriples_equal' depends on axioms: [propext, Classical.choice, Quot.sound]
'WignerThreeJCount.tendsto_card_div_sq' depends on axioms: [propext, Classical.choice, Quot.sound]
'WignerThreeJCount.triangle_rule_needed' depends on axioms: [propext, Classical.choice, Quot.sound]
```
